# A repulsive delta at the centre of a box: one even-state root between π/L and 2π/L, rising with the coupling

Take a box of length $L=\pi$ with a delta barrier of strength $g=3/2$ at its centre, in units $\hbar=m=1$. The even states should obey $k\cos(kL/2)+g\sin(kL/2)=0$, and $k=3/2$ works, because $\cos(3\pi/4)=-\sin(3\pi/4)$. Without the barrier the lowest even state has $k=1$. The lowest odd state has $k=2$ and a node at the barrier, so it never feels it.

Is $3/2$ the only root between 1 and 2? And if I keep turning up $g$, does the root always climb, or could it turn back or reach 2? A plot suggests an answer, but I would like an argument that holds for every $g>0$.

## The root climbs but stays below the odd level

For every $g>0$ there is exactly one root between 1 and 2. It increases strictly with $g$ and never reaches 2. The same holds for any $L>0$ between $\pi/L$ and $2\pi/L$, and in each band $((2n+1)\pi/L,\,(2n+2)\pi/L)$ with $n=0,1,2,\dots$

**Where the condition comes from.** The equation is $-\tfrac12\psi''+g\,\delta(x-L/2)\,\psi=E\psi$ with $\psi(0)=\psi(L)=0$. Integrating it over a vanishing interval around the centre gives a slope jump of $2g\,\psi(L/2)$. Start a sine wave at each wall:

$$\psi(x)=\sin(kx)\ \ (x\le L/2),\qquad \psi(x)=\sin(k(L-x))\ \ (x\ge L/2).$$

This is continuous, vanishes at the walls and satisfies $\psi''=-k^2\psi$ off the centre, so $E=k^2/2$. The slopes at the centre are $k\cos(kL/2)$ from the left and $-k\cos(kL/2)$ from the right. The jump condition therefore reads $-2k\cos(kL/2)=2g\sin(kL/2)$, which is your equation.

**A root exists.** Put $b=kL/2-n\pi$. This shift multiplies the left side of the condition by $(-1)^n$, so the roots are those of

$$F(k)=k\cos b+g\sin b.$$

Across the band $b$ runs from $\pi/2$ to $\pi$. At the lower edge $F=g>0$, and at the upper edge $F=-(2n+2)\pi/L<0$. Since $F$ is continuous, it vanishes somewhere in between.

**Roots are ordered by coupling.** Let $k_1,k_2$ be roots in the same band for $g_1\le g_2$, with phases $b_1,b_2$. Substituting $k_i\cos b_i=-g_i\sin b_i$ into the sine of a difference gives

$$\begin{aligned}
k_1k_2\sin(b_1-b_2)&=k_1\sin b_1\,(k_2\cos b_2)-k_2\sin b_2\,(k_1\cos b_1)\\
&=\sin b_1\sin b_2\,(k_2g_1-k_1g_2).
\end{aligned}$$

Suppose $k_2<k_1$. Then $0<b_1-b_2<\pi/2$, so the left side is positive. On the right both sines are positive. Also $g_2=-k_2\cos b_2/\sin b_2>0$, hence $k_2g_1\le k_2g_2<k_1g_2$ and the right side is negative. This is a contradiction, so $k_1\le k_2$.

With $g_1=g_2$ the argument runs both ways and gives uniqueness. With $g_1<g_2$ the roots cannot coincide: subtracting the two conditions at a common $k$ would give $(g_2-g_1)\sin b=0$, although $\sin b>0$.

**Nothing lies between the bands.** For $k>0$ in $[2n\pi/L,(2n+1)\pi/L]$ the phase satisfies $0\le b\le\pi/2$, so both terms of $F$ are non-negative. If $b=0$, then $F=k>0$. If $b>0$, then $g\sin b>0$. Either way $F>0$.

## What the Lean statements say

`IsSolution L g E ψ` describes a real function with energy `E`: continuous on the closed box, zero at both walls, obeying $\psi''=-2E\psi$ at interior points other than the centre, and having one-sided slopes `dl` and `dr` with `dr - dl = 2 * g * ψ (L / 2)`. That last field is how the delta enters; it stands for a barrier too narrow to be resolved, of which only the area $g$ matters. Replacing a real barrier of finite width by this jump, like replacing real walls by perfectly hard ones, is a modelling step that the theorems don't justify.

`evenState L k` is the function above, written with an absolute value. Despite its name it is a trial function for every `k`, and a stationary state only when `EvenCondition L g k` holds. It is unnormalised; for $k>0$, divide it by $\sqrt{L/2-\sin(kL)/(2k)}$.

`evenState_isSolution_iff` states that equivalence for $L>0$ and all real $g,k$. At $k=0$ the trial function is zero, which `IsSolution` permits; the bands contain only positive $k$.

In `unique_root_strictMono`, `κ` is the root as a function of $g$, not a decay constant. The equivalence with `k = κ g` expresses existence and uniqueness together, and `StrictMonoOn κ (Ioi 0)` is the strict increase over $g>0$. `lowest_band_root` is the case $n=0$, your question. `no_root_between_bands` excludes positive roots in the complementary closed intervals.

The theorems treat this family of even trial functions. They don't show that every even stationary state is a multiple of one, and they leave aside the odd states and the roots for an attractive delta.

For one particle in this one-dimensional box with $g>0$, the band edges are safe starting brackets for a bisection search for the wave numbers of these even states, from which their energies $k^2/2$ follow.

```lean
import Mathlib

open Real Set Filter Topology

namespace BoxWithCentralDelta

noncomputable section

/-- `ψ` solves the stationary Schrödinger equation with energy `E` (units ħ = m = 1) in the
box `[0, L]` with hard walls and the potential `g δ(x - L/2)`: the delta makes the slope jump
by `2 g ψ(L/2)` at the centre. -/
structure IsSolution (L g E : ℝ) (ψ : ℝ → ℝ) : Prop where
  continuousOn : ContinuousOn ψ (Icc 0 L)
  left_wall : ψ 0 = 0
  right_wall : ψ L = 0
  schrodinger : ∀ x ∈ Ioo 0 L, x ≠ L / 2 →
    DifferentiableAt ℝ ψ x ∧ HasDerivAt (deriv ψ) (-(2 * E * ψ x)) x
  jump : ∃ dl dr : ℝ, HasDerivWithinAt ψ dl (Iic (L / 2)) (L / 2) ∧
    HasDerivWithinAt ψ dr (Ici (L / 2)) (L / 2) ∧ dr - dl = 2 * g * ψ (L / 2)

/-- The trial function of wave number `k`, even about the centre of the box: a sine wave
started at each wall. -/
def evenState (L k x : ℝ) : ℝ := Real.sin (k * (L / 2 - |x - L / 2|))

/-- The even-state condition `k cos(kL/2) + g sin(kL/2) = 0`. -/
def EvenCondition (L g k : ℝ) : Prop :=
  k * Real.cos (k * L / 2) + g * Real.sin (k * L / 2) = 0

/-- The open band of wave numbers from `(2n+1)π/L` to `(2n+2)π/L`, for `L > 0`. -/
def evenBand (L : ℝ) (n : ℕ) : Set ℝ :=
  Ioo ((2 * n + 1) * π / L) ((2 * n + 2) * π / L)

/-- The slope of the sine wave `sin(ax + b)` is `a cos(ax + b)`. -/
lemma hasDerivAt_wave (a b x : ℝ) :
    HasDerivAt (fun y => Real.sin (a * y + b)) (a * Real.cos (a * x + b)) x :=
  ((((hasDerivAt_id' x).const_mul a).add_const b).sin).congr_deriv (by ring)

/-- A function that agrees near `x` with a sine wave of wave number `a` is differentiable at
`x` and satisfies `ψ'' = -a² ψ` there. -/
lemma wave_equation {ψ : ℝ → ℝ} {a b x : ℝ}
    (h : ψ =ᶠ[𝓝 x] fun y => Real.sin (a * y + b)) :
    DifferentiableAt ℝ ψ x ∧ HasDerivAt (deriv ψ) (-(a ^ 2 * ψ x)) x := by
  refine ⟨(hasDerivAt_wave a b x).differentiableAt.congr_of_eventuallyEq h, ?_⟩
  have h2 : deriv ψ =ᶠ[𝓝 x] fun y => a * Real.cos (a * y + b) :=
    h.deriv.trans (Eventually.of_forall fun y => (hasDerivAt_wave a b y).deriv)
  have h3 : HasDerivAt (fun y => a * Real.cos (a * y + b))
      (-(a ^ 2 * Real.sin (a * x + b))) x :=
    (((((hasDerivAt_id' x).const_mul a).add_const b).cos).const_mul a).congr_deriv (by ring)
  rw [h.eq_of_nhds]
  exact h3.congr_of_eventuallyEq h2

/-- In the left half of the box the even trial function is `sin(kx)`. -/
lemma evenState_left {L k x : ℝ} (hx : x ≤ L / 2) :
    evenState L k x = Real.sin (k * x + 0) := by
  rw [evenState, abs_of_nonpos (by linarith : x - L / 2 ≤ 0)]
  congr 1
  ring

/-- In the right half of the box the even trial function is `sin(k(L - x))`. -/
lemma evenState_right {L k x : ℝ} (hx : L / 2 ≤ x) :
    evenState L k x = Real.sin (-k * x + k * L) := by
  rw [evenState, abs_of_nonneg (by linarith : 0 ≤ x - L / 2)]
  congr 1
  ring

/-- In a box of length `L > 0`, the even trial function solves the Schrödinger equation with
the central delta at energy `k²/2` exactly when the even-state condition holds. -/
theorem evenState_isSolution_iff {L : ℝ} (hL : 0 < L) (g k : ℝ) :
    IsSolution L g (k ^ 2 / 2) (evenState L k) ↔ EvenCondition L g k := by
  -- the two one-sided slopes and the value at the centre
  have hl : HasDerivWithinAt (evenState L k) (k * Real.cos (k * L / 2))
      (Iic (L / 2)) (L / 2) :=
    ((hasDerivAt_wave k 0 (L / 2)).hasDerivWithinAt.congr
      (fun y hy => evenState_left hy) (evenState_left le_rfl)).congr_deriv
      (by rw [show k * (L / 2) + 0 = k * L / 2 by ring])
  have hr : HasDerivWithinAt (evenState L k) (-k * Real.cos (k * L / 2))
      (Ici (L / 2)) (L / 2) :=
    ((hasDerivAt_wave (-k) (k * L) (L / 2)).hasDerivWithinAt.congr
      (fun y hy => evenState_right hy) (evenState_right le_rfl)).congr_deriv
      (by rw [show -k * (L / 2) + k * L = k * L / 2 by ring])
  have hv : evenState L k (L / 2) = Real.sin (k * L / 2) := by
    rw [evenState_left le_rfl, show k * (L / 2) + 0 = k * L / 2 by ring]
  constructor
  · rintro ⟨_, _, _, _, dl, dr, h1, h2, h3⟩
    have e1 := (uniqueDiffOn_Iic (L / 2) (L / 2) (mem_Iic.2 le_rfl)).eq_deriv _ h1 hl
    have e2 := (uniqueDiffOn_Ici (L / 2) (L / 2) (mem_Ici.2 le_rfl)).eq_deriv _ h2 hr
    rw [e1, e2, hv] at h3
    unfold EvenCondition
    linarith
  · intro h
    unfold EvenCondition at h
    refine ⟨?_, ?_, ?_, ?_, _, _, hl, hr, ?_⟩
    · have hc : Continuous (evenState L k) := by
        unfold evenState
        fun_prop
      exact hc.continuousOn
    · rw [evenState_left (by linarith)]
      simp
    · rw [evenState_right (by linarith)]
      simp
    · intro x _ hx
      rcases lt_or_gt_of_ne hx with hx | hx
      · have hw : evenState L k =ᶠ[𝓝 x] fun y => Real.sin (k * y + 0) := by
          filter_upwards [Iio_mem_nhds hx] with y hy
          exact evenState_left (mem_Iio.1 hy).le
        exact ⟨(wave_equation hw).1, (wave_equation hw).2.congr_deriv (by ring)⟩
      · have hw : evenState L k =ᶠ[𝓝 x] fun y => Real.sin (-k * y + k * L) := by
          filter_upwards [Ioi_mem_nhds hx] with y hy
          exact evenState_right (mem_Ioi.1 hy).le
        exact ⟨(wave_equation hw).1, (wave_equation hw).2.congr_deriv (by ring)⟩
    · rw [hv]
      linarith

/-- The even-state condition is unchanged when the phase `kL/2` is shifted by `nπ`. -/
lemma evenCondition_iff_shift (L g k : ℝ) (n : ℕ) : EvenCondition L g k ↔
    k * Real.cos (k * L / 2 - n * π) + g * Real.sin (k * L / 2 - n * π) = 0 := by
  rw [Real.cos_sub_nat_mul_pi, Real.sin_sub_nat_mul_pi, EvenCondition,
    show ∀ s c : ℝ, k * ((-1) ^ n * c) + g * ((-1) ^ n * s) = (-1) ^ n * (k * c + g * s) from
      fun s c => by ring]
  simp

/-- For `L > 0`, a wave number in the `n`-th band is positive and its phase `kL/2 - nπ` lies
strictly between `π/2` and `π`. -/
lemma phase_mem {L k : ℝ} (hL : 0 < L) {n : ℕ} (hk : k ∈ evenBand L n) :
    0 < k ∧ π / 2 < k * L / 2 - n * π ∧ k * L / 2 - n * π < π := by
  have h1 := (div_lt_iff₀ hL).1 hk.1
  have h2 := (lt_div_iff₀ hL).1 hk.2
  have h0 : 0 < (2 * (n : ℝ) + 1) * π / L := by positivity
  exact ⟨h0.trans hk.1, by linarith, by linarith⟩

/-- For `L > 0`, of two roots in the same band the one for the weaker delta is not the
larger. -/
theorem root_le_root {L g₁ g₂ k₁ k₂ : ℝ} (hL : 0 < L) {n : ℕ} (hg : g₁ ≤ g₂)
    (hk₁ : k₁ ∈ evenBand L n) (hk₂ : k₂ ∈ evenBand L n)
    (h₁ : EvenCondition L g₁ k₁) (h₂ : EvenCondition L g₂ k₂) : k₁ ≤ k₂ := by
  by_contra hlt
  have hlt : k₂ < k₁ := not_le.1 hlt
  obtain ⟨p₁, a₁, b₁⟩ := phase_mem hL hk₁
  obtain ⟨p₂, a₂, b₂⟩ := phase_mem hL hk₂
  rw [evenCondition_iff_shift L _ _ n] at h₁ h₂
  have hphase : k₂ * L < k₁ * L := mul_lt_mul_of_pos_right hlt hL
  set x := k₁ * L / 2 - n * π with hx
  set y := k₂ * L / 2 - n * π with hy
  have hπ := Real.pi_pos
  have sx : 0 < Real.sin x := Real.sin_pos_of_pos_of_lt_pi (by linarith) b₁
  have sy : 0 < Real.sin y := Real.sin_pos_of_pos_of_lt_pi (by linarith) b₂
  have cy : Real.cos y < 0 := Real.cos_neg_of_pi_div_two_lt_of_lt a₂ (by linarith)
  have g₂pos : 0 < g₂ := by
    by_contra hn
    have := mul_nonneg (neg_nonneg.2 (not_lt.1 hn)) sy.le
    have := mul_pos p₂ (neg_pos.2 cy)
    linarith
  have hs : 0 < Real.sin (x - y) :=
    Real.sin_pos_of_pos_of_lt_pi (by linarith) (by linarith)
  -- the two root conditions turn the sine of the phase difference into a comparison of g/k
  have key : k₁ * k₂ * Real.sin (x - y) =
      Real.sin x * Real.sin y * (k₂ * g₁ - k₁ * g₂) := by
    rw [Real.sin_sub]
    linear_combination k₁ * Real.sin x * h₂ - k₂ * Real.sin y * h₁
  have hneg : k₂ * g₁ - k₁ * g₂ ≤ 0 := by
    have := mul_le_mul_of_nonneg_left hg p₂.le
    have := mul_le_mul_of_nonneg_right hlt.le g₂pos.le
    linarith
  have := mul_pos (mul_pos p₁ p₂) hs
  have := mul_nonpos_of_nonneg_of_nonpos (mul_pos sx sy).le hneg
  linarith

/-- For `L > 0` and a repulsive delta, `g > 0`, every band contains a root of the even-state
condition. -/
theorem exists_root {L g : ℝ} (hL : 0 < L) (hg : 0 < g) (n : ℕ) :
    ∃ k, k ∈ evenBand L n ∧ EvenCondition L g k := by
  let F : ℝ → ℝ := fun k =>
    k * Real.cos (k * L / 2 - n * π) + g * Real.sin (k * L / 2 - n * π)
  have hF : Continuous F := by
    dsimp only [F]
    fun_prop
  have hA : F ((2 * n + 1) * π / L) = g := by
    dsimp only [F]
    rw [div_mul_cancel₀ _ hL.ne', show (2 * (n : ℝ) + 1) * π / 2 - n * π = π / 2 by ring]
    simp
  have hB : F ((2 * n + 2) * π / L) = -((2 * n + 2) * π / L) := by
    dsimp only [F]
    rw [div_mul_cancel₀ _ hL.ne', show (2 * (n : ℝ) + 2) * π / 2 - n * π = π by ring,
      Real.cos_pi, Real.sin_pi]
    ring
  have hpos : 0 < (2 * (n : ℝ) + 2) * π / L := by positivity
  have hAB : (2 * (n : ℝ) + 1) * π / L ≤ (2 * n + 2) * π / L := by
    gcongr
    norm_num
  -- the left side changes sign across the band
  obtain ⟨k, hk, h0⟩ := intermediate_value_Ioo' hAB hF.continuousOn
    (show (0 : ℝ) ∈ Ioo _ _ from ⟨by rw [hB]; linarith, by rw [hA]; exact hg⟩)
  exact ⟨k, hk, (evenCondition_iff_shift L g k n).2 h0⟩

/-- For `L > 0` and each `n`, the even-state condition has exactly one root `κ(g)` in the
`n`-th band for every `g > 0`, and `κ` is strictly increasing in `g`. -/
theorem unique_root_strictMono {L : ℝ} (hL : 0 < L) (n : ℕ) :
    ∃ κ : ℝ → ℝ, StrictMonoOn κ (Ioi 0) ∧
      ∀ g, 0 < g → ∀ k, (k ∈ evenBand L n ∧ EvenCondition L g k) ↔ k = κ g := by
  have ex : ∀ g : ℝ, 0 < g → ∃ k, k ∈ evenBand L n ∧ EvenCondition L g k :=
    fun g hg => exists_root hL hg n
  choose! κ hb hc using ex
  refine ⟨κ, ?_, ?_⟩
  · intro g₁ h₁ g₂ h₂ hg
    refine lt_of_le_of_ne
      (root_le_root hL hg.le (hb g₁ h₁) (hb g₂ h₂) (hc g₁ h₁) (hc g₂ h₂)) ?_
    -- one wave number cannot serve two couplings
    intro he
    have e₁ := (evenCondition_iff_shift L _ _ n).1 (hc g₁ h₁)
    have e₂ := (evenCondition_iff_shift L _ _ n).1 (hc g₂ h₂)
    obtain ⟨_, a, b⟩ := phase_mem hL (hb g₂ h₂)
    rw [he] at e₁
    have hs := Real.sin_pos_of_pos_of_lt_pi (by linarith [Real.pi_pos]) b
    have := mul_pos (sub_pos.2 hg) hs
    linarith
  · intro g hg k
    constructor
    · rintro ⟨hk, h⟩
      exact le_antisymm (root_le_root hL le_rfl hk (hb g hg) h (hc g hg))
        (root_le_root hL le_rfl (hb g hg) hk (hc g hg) h)
    · rintro rfl
      exact ⟨hb g hg, hc g hg⟩

/-- For `L > 0` and every `g > 0`, the condition `k cos(kL/2) + g sin(kL/2) = 0` has exactly
one root between `π/L` and `2π/L`, and this root is strictly increasing in `g`. -/
theorem lowest_band_root {L : ℝ} (hL : 0 < L) :
    ∃ κ : ℝ → ℝ, StrictMonoOn κ (Ioi 0) ∧ ∀ g, 0 < g → ∀ k,
      (k ∈ Ioo (π / L) (2 * π / L) ∧
        k * Real.cos (k * L / 2) + g * Real.sin (k * L / 2) = 0) ↔ k = κ g := by
  simpa [evenBand, EvenCondition] using unique_root_strictMono hL 0

/-- For `L > 0` and `g > 0`, no positive wave number from `2nπ/L` to `(2n+1)π/L`, ends
included, satisfies the even-state condition. -/
theorem no_root_between_bands {L g k : ℝ} (hL : 0 < L) (hg : 0 < g) (hk : 0 < k) (n : ℕ)
    (h : k ∈ Icc (2 * n * π / L) ((2 * n + 1) * π / L)) : ¬ EvenCondition L g k := by
  rw [evenCondition_iff_shift L g k n]
  have h1 := (div_le_iff₀ hL).1 h.1
  have h2 := (le_div_iff₀ hL).1 h.2
  set x := k * L / 2 - n * π with hx
  have x0 : 0 ≤ x := by linarith
  have x1 : x ≤ π / 2 := by linarith
  have hπ := Real.pi_pos
  have hc : 0 ≤ Real.cos x := Real.cos_nonneg_of_neg_pi_div_two_le_of_le (by linarith) x1
  have hkc := mul_nonneg hk.le hc
  intro h0
  -- both terms are non-negative, and sine and cosine never vanish together
  rcases x0.eq_or_lt with hz | hp
  · rw [← hz, Real.cos_zero, Real.sin_zero] at h0
    linarith
  · have := mul_pos hg (Real.sin_pos_of_pos_of_lt_pi hp (by linarith))
    linarith

end

end BoxWithCentralDelta
```

```lean
#print axioms BoxWithCentralDelta.evenState_isSolution_iff
-- 'BoxWithCentralDelta.evenState_isSolution_iff' depends on axioms: [propext, Classical.choice, Quot.sound]
#print axioms BoxWithCentralDelta.lowest_band_root
-- 'BoxWithCentralDelta.lowest_band_root' depends on axioms: [propext, Classical.choice, Quot.sound]
#print axioms BoxWithCentralDelta.no_root_between_bands
-- 'BoxWithCentralDelta.no_root_between_bands' depends on axioms: [propext, Classical.choice, Quot.sound]
```

## From the calculation to the proof

`evenState_left` and `evenState_right` remove the absolute value in each half. `hasDerivAt_wave` supplies the slope of a sine wave, and `wave_equation` its second derivative, for any function that agrees with the wave near the point.

In `evenState_isSolution_iff`, `hl` and `hr` are the two central slopes and `hv` is the central value. A given solution comes only with some pair `dl`, `dr`, so the forward direction first uses uniqueness of one-sided derivatives to identify them with the computed slopes. The jump equation then becomes the even-state condition. The reverse direction checks the requirements of `IsSolution` one by one.

`evenCondition_iff_shift` carries out the shift by $n\pi$, and `phase_mem` places the phase between $\pi/2$ and $\pi$. `exists_root` evaluates $F$ at the band edges and applies the intermediate value theorem.

`root_le_root` is the ordering argument, with `x` and `y` for $b_1$ and $b_2$. Its `key` is the displayed identity: `linear_combination` adds $k_1\sin b_1$ times the root condition for $k_2$ and $-k_2\sin b_2$ times the one for $k_1$. The facts `hs` and `hneg` give the incompatible signs.

In `unique_root_strictMono`, `choose!` collects the roots into the function `κ`. Two uses of `root_le_root` at equal coupling give uniqueness, and the subtraction at a common wave number makes the monotonicity strict. `no_root_between_bands` splits into $b=0$ and $b>0$, as above.
